# Linear mixing with small enough positive steps brings a repulsive level at positive temperature to self-consistency from every start

Take one electronic level that is half filled at a fixed chemical potential, and let its energy rise linearly with its occupation, by 8T from occupation 0 to occupation 1, where T is the temperature in energy units. Place the level so that occupation 1/2 reproduces itself. Now raise the input occupation by a small δ. The energy rises by 8Tδ, and the thermal occupation falls by about 2δ, since its slope at half filling is −1/(4T). Input minus output is therefore about 3δ. Subtracting a fraction β of this difference from the input leaves the error

(1 − 3β) δ.

With β = 1 the error changes sign and doubles; with β = 1/2 it changes sign and halves. The level overreacts to its own charge, and a shorter step tames the overreaction. This estimate is only first order in δ, whereas the problems below treat errors of any size.

## The level and its update rule

```lean
import Mathlib

open Filter Topology

namespace LocalizedLevelMixing

noncomputable section
```

Energies are measured from a fixed chemical potential. A level at energy x has the thermal occupation

f(x) = 1/(1 + exp(x/T)).

```lean
/-- Thermal occupation of a level at energy `x` above the chemical potential, for
temperature `T ≠ 0` in energy units. -/
def fermi (T x : ℝ) : ℝ := 1 / (1 + Real.exp (x / T))
```

The level energy is e + U n, where n is the occupation, e the energy of the empty level and U the rise of the level energy per unit of occupation. For a level with two spin states that are kept at the same occupation n, U is the mean-field repulsion between two electrons of opposite spin in the level. The residual is input minus output:

r(n) = n − f(e + U n).

An occupation is self-consistent when r(n) = 0.

```lean
/-- Input occupation minus output occupation for a level whose energy `e + U n` rises
with its own occupation `n`, for `T ≠ 0`. -/
def residual (U T e n : ℝ) : ℝ := n - fermi T (e + U * n)
```

Linear mixing with parameter β is the map

M(n) = n − β r(n).

```lean
/-- One step of linear mixing with parameter `β`, for `T ≠ 0`. -/
def mix (β U T e n : ℝ) : ℝ := n - β * residual U T e n
```

Two abbreviations are needed. With f taken at e + U n, the dielectric response is

ε(n) = 1 + (U/T) f (1 − f),

```lean
/-- The dielectric response `1 + (U/T) f (1 - f)` of the level at occupation `n`,
for `T ≠ 0`. -/
def dielectric (U T e n : ℝ) : ℝ :=
  1 + U / T * (fermi T (e + U * n) * (1 - fermi T (e + U * n)))
```

and the error factor q(β) is the larger of |1 − β(1 + U/(4T))| and |1 − β|.

```lean
/-- The larger of the error factors `|1 - β ε|` at the two extreme dielectric responses
`ε = 1 + U/(4T)` and `ε = 1`, for `T ≠ 0`. -/
def rate (β U T : ℝ) : ℝ := max |1 - β * (1 + U / (4 * T))| |1 - β|
```

In Lean these are `fermi`, `residual`, `mix`, `dielectric` and `rate`, with all quantities real numbers. In particular, n may lie outside the physical range from 0 to 1, which iterates can do when β > 1.

Linear mixing in self-consistent electronic-structure calculations can overshoot in the same way, but the model here has a single occupation number at fixed chemical potential and does not describe long-wavelength charge sloshing in an extended system.

## (a) Range of the thermal occupation

Show that for every real x

0 < f(x) < 1.

**Solution.** Put E = exp(x/T) > 0. Then f = 1/(1 + E) is positive, and it is below 1 because 1 + E > 1.

In Lean, `positivity` gives the first inequality, and `div_lt_one` turns the second into 1 < 1 + E. No condition on T appears because Lean sets x/0 = 0; the physical reading needs T > 0.

```lean
/-- A thermal occupation lies strictly between zero and one. -/
theorem fermi_mem (T x : ℝ) : 0 < fermi T x ∧ fermi T x < 1 := by
  have hE := Real.exp_pos (x / T)
  unfold fermi
  refine ⟨by positivity, ?_⟩
  rw [div_lt_one (by positivity)]
  linarith
```

## (b) Slope of the thermal occupation

For T ≠ 0, show that

f′(x) = −f(x)(1 − f(x))/T.

**Solution.** With E as before, E′ = E/T, so the quotient rule gives

f′ = −(E/T)/(1 + E)².

Since 1 − f = E/(1 + E), the product f(1 − f) equals E/(1 + E)², and the claim follows.

`HasDerivAt g g' x` says that g is differentiable at x with derivative g'. The proof applies the quotient rule through `fun_div`; `field_simp` and `ring` then match the two forms of the slope.

```lean
/-- The slope of the thermal occupation in the level energy is `-f (1 - f) / T`,
for `T ≠ 0`. -/
theorem fermi_hasDerivAt {T : ℝ} (hT : T ≠ 0) (x : ℝ) :
    HasDerivAt (fermi T) (-(fermi T x * (1 - fermi T x)) / T) x := by
  have h1 : HasDerivAt (fun y => 1 + Real.exp (y / T)) (Real.exp (x / T) * (1 / T)) x :=
    (((hasDerivAt_id' x).div_const T).exp).const_add 1
  have hp : 1 + Real.exp (x / T) ≠ 0 := by positivity
  refine ((hasDerivAt_const x (1 : ℝ)).fun_div h1 hp).congr_deriv ?_
  unfold fermi
  field_simp
  ring
```

## (c) Slope of the residual

For T ≠ 0, show that

r′(n) = ε(n).

**Solution.** The level energy e + U n has slope U in n. By the chain rule and (b),

r′(n) = 1 − U · (−f(1 − f)/T) = 1 + (U/T) f(1 − f).

The Lean proof has the same two ingredients: `h` is the slope of the level energy, and `HasDerivAt.comp` is the chain rule.

```lean
/-- The dielectric response is the derivative of the residual with respect to the
occupation, for `T ≠ 0`. -/
theorem residual_hasDerivAt {T : ℝ} (hT : T ≠ 0) (U e n : ℝ) :
    HasDerivAt (residual U T e) (dielectric U T e n) n := by
  have h : HasDerivAt (fun m => e + U * m) U n :=
    (((hasDerivAt_id' n).const_mul U).const_add e).congr_deriv (mul_one U)
  refine ((hasDerivAt_id' n).fun_sub
    (HasDerivAt.comp n (fermi_hasDerivAt hT (e + U * n)) h)).congr_deriv ?_
  unfold dielectric
  ring
```

## (d) Bounds on the dielectric response

For U ≥ 0 and T > 0, show that for all e and n

1 ≤ ε(n) ≤ 1 + U/(4T).

**Solution.** By (a), f(1 − f) ≥ 0. Completing the square gives

f(1 − f) = 1/4 − (f − 1/2)² ≤ 1/4.

Multiply both bounds by U/T ≥ 0 and add 1.

Lean first replaces the thermal occupation by a plain number `f` between 0 and 1. The square enters as the hint `sq_nonneg (f - 1 / 2)`. The sign condition on U restricts the result to repulsion or no interaction.

```lean
/-- For `U ≥ 0` and `T > 0` the dielectric response lies between `1` and `1 + U/(4T)`. -/
theorem dielectric_bounds {U T : ℝ} (hU : 0 ≤ U) (hT : 0 < T) (e n : ℝ) :
    1 ≤ dielectric U T e n ∧ dielectric U T e n ≤ 1 + U / (4 * T) := by
  obtain ⟨h0, h1⟩ := fermi_mem T (e + U * n)
  unfold dielectric
  generalize fermi T (e + U * n) = f at h0 h1 ⊢
  have hUT : 0 ≤ U / T := by positivity
  have hlow : 0 ≤ f * (1 - f) := mul_nonneg h0.le (by linarith)
  -- the thermal fluctuation f (1 - f) is largest at half filling
  have hhigh : f * (1 - f) ≤ 1 / 4 := by nlinarith [sq_nonneg (f - 1 / 2)]
  have k1 := mul_nonneg hUT hlow
  have k2 := mul_le_mul_of_nonneg_left hhigh hUT
  have k3 : U / (4 * T) = U / T * (1 / 4) := by ring
  exact ⟨by linarith, by linarith⟩
```

## (e) Contraction of the real line

Let U ≥ 0, T > 0 and 0 < β < 2/(1 + U/(4T)). Show that q(β) < 1 and that for all real x and y

|M(x) − M(y)| ≤ q(β) |x − y|.

**Solution.** Put a = U/(4T) ≥ 0. The condition on β says 0 < β(1 + a) < 2, so 1 − β(1 + a) lies strictly between −1 and 1. Since 0 < β ≤ β(1 + a) < 2, so does 1 − β. Hence q(β) < 1.

By (c), M′(z) = 1 − β ε(z), and by (d) this lies between 1 − β(1 + a) and 1 − β. Its absolute value is therefore at most q(β). The mean value theorem gives a z between x and y with

M(x) − M(y) = M′(z)(x − y),

and the estimate follows.

In the Lean proof, `hb` is the bound on the slope, obtained with `abs_le_max_abs_abs`. The mean value inequality is then applied on `Set.univ`, the whole line. For U = 0 the condition reads 0 < β < 2.

```lean
/-- For `U ≥ 0`, `T > 0` and `0 < β < 2 / (1 + U/(4T))`, linear mixing is a contraction
of the real line: a step shrinks all distances at least by the factor `rate β U T < 1`. -/
theorem mix_contraction {β U T : ℝ} (hU : 0 ≤ U) (hT : 0 < T) (hβ : 0 < β)
    (hβ' : β < 2 / (1 + U / (4 * T))) (e : ℝ) :
    rate β U T < 1 ∧
      ∀ x y, |mix β U T e x - mix β U T e y| ≤ rate β U T * |x - y| := by
  constructor
  · have ha : 0 ≤ U / (4 * T) := by positivity
    have h2 : β * (1 + U / (4 * T)) < 2 := (lt_div_iff₀ (by positivity)).1 hβ'
    have h3 := mul_nonneg hβ.le ha
    exact max_lt (abs_lt.2 ⟨by linarith, by linarith⟩) (abs_lt.2 ⟨by linarith, by linarith⟩)
  · intro x y
    have hb : ∀ z, |1 - β * dielectric U T e z| ≤ rate β U T := fun z => by
      obtain ⟨h1, h2⟩ := dielectric_bounds hU hT e z
      have k1 := mul_le_mul_of_nonneg_left h1 hβ.le
      have k2 := mul_le_mul_of_nonneg_left h2 hβ.le
      exact abs_le_max_abs_abs (by linarith) (by linarith)
    -- mean value inequality on the whole line
    exact Convex.norm_image_sub_le_of_norm_hasDerivWithin_le (s := Set.univ)
      (f := mix β U T e) (f' := fun z => 1 - β * dielectric U T e z)
      (fun z _ => ((hasDerivAt_id' z).fun_sub
        ((residual_hasDerivAt hT.ne' U e z).const_mul β)).hasDerivWithinAt)
      (fun z _ => hb z) convex_univ (Set.mem_univ y) (Set.mem_univ x)
```

## (f) Convergence to the unique self-consistent occupation

Under the conditions of (e), show that exactly one real n₀ satisfies r(n₀) = 0, that 0 < n₀ < 1, and that for every start n and every number of steps k

|Mᵏ(n) − n₀| ≤ q(β)ᵏ |n − n₀|,

where Mᵏ is M applied k times. Conclude that Mᵏ(n) → n₀.

**Solution.** Write q for q(β). By (e), successive iterates satisfy

|Mᵏ⁺¹(n) − Mᵏ(n)| ≤ qᵏ |M(n) − n|.

These distances have a finite geometric sum, so the iterates converge to some n₀, and M(n₀) = n₀ because M is continuous. Then β r(n₀) = 0, and β > 0 gives r(n₀) = 0. Thus n₀ = f(e + U n₀), which lies strictly between 0 and 1 by (a).

If also r(m) = 0, then M(m) = m and |m − n₀| ≤ q |m − n₀|. Since q < 1, this forces m = n₀.

The error bound is an equality at k = 0. If it holds at k, then

|Mᵏ⁺¹(n) − n₀| ≤ q |Mᵏ(n) − n₀| ≤ qᵏ⁺¹ |n − n₀|.

As qᵏ → 0, the iterates converge to n₀.

In Lean, `Set.Ioo (0 : ℝ) 1` is the open interval from 0 to 1, `(mix β U T e)^[k] n` is Mᵏ(n), and `Tendsto` expresses the limit. Banach's fixed-point theorem, through `ContractingWith`, supplies n₀. The induction is `herr`, and `squeeze_zero` turns its bound into convergence.

```lean
/-- For `U ≥ 0`, `T > 0` and `0 < β < 2 / (1 + U/(4T))` there is exactly one self-consistent
occupation; it lies strictly between zero and one, and linear mixing converges to it from
every start, with an error after `k` steps of at most `rate ^ k` times the initial error. -/
theorem mix_converges {β U T : ℝ} (hU : 0 ≤ U) (hT : 0 < T) (hβ : 0 < β)
    (hβ' : β < 2 / (1 + U / (4 * T))) (e : ℝ) :
    ∃ n₀ ∈ Set.Ioo (0 : ℝ) 1, (∀ m, residual U T e m = 0 ↔ m = n₀) ∧
      (∀ n k, |(mix β U T e)^[k] n - n₀| ≤ rate β U T ^ k * |n - n₀|) ∧
      ∀ n, Tendsto (fun k => (mix β U T e)^[k] n) atTop (𝓝 n₀) := by
  obtain ⟨hq, hL⟩ := mix_contraction hU hT hβ hβ' e
  have hq0 : 0 ≤ rate β U T := le_max_of_le_right (abs_nonneg _)
  have hc : ContractingWith (Real.toNNReal (rate β U T)) (mix β U T e) :=
    ⟨by rw [← NNReal.coe_lt_coe, Real.coe_toNNReal _ hq0, NNReal.coe_one]; exact hq,
      LipschitzWith.of_dist_le_mul fun x y => by
        rw [Real.dist_eq, Real.dist_eq, Real.coe_toNNReal _ hq0]; exact hL x y⟩
  -- Banach's theorem gives a fixed point, which is a zero of the residual
  obtain ⟨n₀, hn⟩ : ∃ n₀, mix β U T e n₀ = n₀ := ⟨_, hc.fixedPoint_isFixedPt⟩
  have hr : residual U T e n₀ = 0 := by
    have h : β * residual U T e n₀ = 0 := by
      unfold mix at hn
      linarith
    exact (mul_eq_zero.1 h).resolve_left hβ.ne'
  have hocc : n₀ - fermi T (e + U * n₀) = 0 := hr
  obtain ⟨h0, h1⟩ := fermi_mem T (e + U * n₀)
  have herr : ∀ n k, |(mix β U T e)^[k] n - n₀| ≤ rate β U T ^ k * |n - n₀| := by
    intro n k
    induction k with
    | zero => simp
    | succ k ih =>
      rw [Function.iterate_succ_apply']
      have h := hL ((mix β U T e)^[k] n) n₀
      rw [hn] at h
      calc _ ≤ rate β U T * |(mix β U T e)^[k] n - n₀| := h
        _ ≤ rate β U T * (rate β U T ^ k * |n - n₀|) := mul_le_mul_of_nonneg_left ih hq0
        _ = rate β U T ^ (k + 1) * |n - n₀| := by ring
  refine ⟨n₀, ⟨by linarith, by linarith⟩, fun m => ⟨fun h => ?_, fun h => h ▸ hr⟩, herr,
    fun n => ?_⟩
  · -- two fixed points of a contraction coincide
    have hm : mix β U T e m = m := by simp [mix, h]
    have hd := hL m n₀
    rw [hm, hn] at hd
    by_contra hne
    have hpos : 0 < |m - n₀| := abs_pos.2 (sub_ne_zero.2 hne)
    nlinarith
  · have h := (tendsto_pow_atTop_nhds_zero_of_lt_one hq0 hq).mul_const |n - n₀|
    rw [zero_mul] at h
    exact tendsto_iff_dist_tendsto_zero.2
      (squeeze_zero (fun _ => dist_nonneg) (fun k => herr n k) h)
```

## (g) The smallest guaranteed error factor

For U ≥ 0 and T > 0, show that for every real β

q(8T/(8T + U)) = U/(8T + U) ≤ q(β).

**Solution.** At β = 8T/(8T + U),

1 − β = U/(8T + U),

β(1 + U/(4T)) = (8T + 2U)/(8T + U).

The two numbers inside the absolute values are therefore U/(8T + U) and −U/(8T + U), which proves the equality.

For any β, the definition of q gives

q(β) ≥ β(1 + U/(4T)) − 1,

q(β) ≥ 1 − β.

Multiply the first by 4T and the second by 4T + U, then add. The terms in β cancel, leaving

(8T + U) q(β) ≥ U.

In Lean, `k1` and `k2` are the two multiplied inequalities, and the last `linarith` adds them.

What is minimised is the bound q(β), which serves all values of e at once. A particular level may converge faster with another β: in the opening example U = 8T, so the smallest q is 1/2, at β = 1/2, while β = 1/3 removes the first-order error altogether.

```lean
/-- For `U ≥ 0` and `T > 0` the smallest value of `rate` over all mixing parameters is
`U / (8T + U)`, and `β = 8T / (8T + U)` attains it. -/
theorem optimal_mixing {U T : ℝ} (hU : 0 ≤ U) (hT : 0 < T) :
    rate (8 * T / (8 * T + U)) U T = U / (8 * T + U) ∧
      ∀ β, U / (8 * T + U) ≤ rate β U T := by
  have hD : 0 < 8 * T + U := by positivity
  have hD' := hD.ne'
  constructor
  · -- the two extreme error factors are equal and opposite
    have h1 : 1 - 8 * T / (8 * T + U) * (1 + U / (4 * T)) = -(U / (8 * T + U)) := by
      field_simp
      ring
    have h2 : 1 - 8 * T / (8 * T + U) = U / (8 * T + U) := by
      field_simp
      ring
    unfold rate
    rw [h1, h2, abs_neg, max_self, abs_of_nonneg (by positivity)]
  · intro β
    have h1 : -(1 - β * (1 + U / (4 * T))) ≤ rate β U T :=
      (neg_le_abs _).trans (le_max_left _ _)
    have h2 : 1 - β ≤ rate β U T := (le_abs_self _).trans (le_max_right _ _)
    have h3 : 4 * T * (β * (1 + U / (4 * T))) = β * (4 * T + U) := by
      field_simp
    have k1 := mul_le_mul_of_nonneg_left h1 (by positivity : 0 ≤ 4 * T)
    have k2 := mul_le_mul_of_nonneg_left h2 (by positivity : 0 ≤ 4 * T + U)
    rw [div_le_iff₀ hD]
    linarith

end

end LocalizedLevelMixing
```

```lean
#print axioms LocalizedLevelMixing.mix_converges
#print axioms LocalizedLevelMixing.optimal_mixing
```

```
'LocalizedLevelMixing.mix_converges' depends on axioms: [propext, Classical.choice, Quot.sound]
'LocalizedLevelMixing.optimal_mixing' depends on axioms: [propext, Classical.choice, Quot.sound]
```
